# Chebyshev recursion vectors grow at least exponentially when the start vector overlaps an eigenvector with energy outside $[-1,1]$

The Hamiltonian is represented here by a linear map $H$ that acts on every vector of a complex inner product space and is symmetric, $\langle Hv,w\rangle=\langle v,Hw\rangle$. It is taken as already shifted and scaled, $H=(H_{\text{phys}}-b)/a$, where the window $[b-a,\,b+a]$ was meant to contain the spectrum. Nothing forces the spectrum into $[-1,1]$, so a badly estimated window can be described: some eigenvalue $x$ has $|x|=1+\delta$ with $\delta>0$, which is a distance $a\delta$ in physical units.

Such estimates matter in those linear-scaling electronic-structure methods that expand the Fermi operator of a one-electron Hamiltonian in Chebyshev polynomials $T_n$. The results below concern the polynomials and the vectors of their recursion, not the expansion summed with its coefficients.

## The polynomial at a real energy

```lean
import Mathlib

open Filter

namespace FermiOperatorChebyshev

noncomputable section
```

The first line loads Mathlib, Lean's mathematical library. `open Filter` gives short names to the notions of limit used at the end, and the namespace is a common prefix for the names that follow.

```lean
/-- The Chebyshev polynomial `T_n` of the first kind, evaluated at a real energy `x`. -/
def cheb (n : ℕ) (x : ℝ) : ℝ := (Polynomial.Chebyshev.T ℝ (n : ℤ)).eval x
```

`cheb n x` is the number $T_n(x)$: Mathlib's Chebyshev polynomial of the first kind, evaluated at the real number $x$. Mathlib indexes these polynomials by integers, so the natural number `n` is converted.

```lean
/-- The growth rate `y` per expansion order at a distance `δ ≥ 0` outside the scaled interval,
written in closed form. -/
def growthRate (δ : ℝ) : ℝ := Real.arsinh (√(δ * (2 + δ)))
```

`growthRate δ` is the number
$$y=\operatorname{arsinh}\sqrt{\delta(2+\delta)}.$$
This is only a definition; that $\cosh y=1+\delta$ is proved further down.

```lean
/-- The three-term recursion of the Chebyshev polynomials. -/
theorem cheb_add_two (n : ℕ) (x : ℝ) :
    cheb (n + 2) x = 2 * x * cheb (n + 1) x - cheb n x := by
  simp only [cheb]
  push_cast
  rw [Polynomial.Chebyshev.T_add_two]
  simp
```

In ordinary notation, $T_{n+2}(x)=2x\,T_{n+1}(x)-T_n(x)$. Mathlib has this as an identity between polynomials, and the proof evaluates it at $x$.

```lean
/-- At energies `cosh y ≥ 1` the Chebyshev polynomials are hyperbolic cosines:
`T_n(cosh y) = cosh(n y)`. -/
theorem cheb_cosh (y : ℝ) : ∀ n : ℕ, cheb n (Real.cosh y) = Real.cosh (n * y)
  | 0 => by simp [cheb]
  | 1 => by simp [cheb]
  | n + 2 => by
    rw [cheb_add_two, cheb_cosh y (n + 1), cheb_cosh y n]
    -- both outer terms are shifts of the middle argument by one `y`
    have h1 : ((n + 2 : ℕ) : ℝ) * y = ((n + 1 : ℕ) : ℝ) * y + y := by push_cast; ring
    have h2 : (n : ℝ) * y = ((n + 1 : ℕ) : ℝ) * y - y := by push_cast; ring
    rw [h1, h2, Real.cosh_add, Real.cosh_sub]
    ring
```

The theorem says $T_n(\cosh y)=\cosh(ny)$ for every real $y$ and natural $n$. By hand, $T_0=1$ and $T_1(x)=x$ settle the first two cases. For the next one, add the two addition formulas
$$\cosh\big((n+1)y\pm y\big)=\cosh((n+1)y)\cosh y\pm\sinh((n+1)y)\sinh y .$$
The $\sinh$ terms cancel, which leaves
$$\cosh((n+2)y)=2\cosh y\,\cosh((n+1)y)-\cosh(ny),$$
and this is the Chebyshev recursion at $x=\cosh y$.

The way Lean expresses this induction deserves a closer look. The proof is written like a recursive function, with one clause each for `0`, `1` and `n + 2`. In the last clause, `cheb_cosh y (n + 1)` and `cheb_cosh y n` are calls to the very theorem being proved. They serve as the two induction hypotheses, and Lean accepts them because it can see that both calls concern smaller numbers. A two-step recursion thus gets a two-step induction without further preparation. The facts `h1` and `h2` write the outer arguments as the middle one plus or minus $y$, and `ring` does the remaining algebra.

```lean
/-- Inside the interval the Chebyshev polynomials are cosines: `T_n(cos θ) = cos(n θ)`. -/
theorem cheb_cos (θ : ℝ) : ∀ n : ℕ, cheb n (Real.cos θ) = Real.cos (n * θ)
  | 0 => by simp [cheb]
  | 1 => by simp [cheb]
  | n + 2 => by
    rw [cheb_add_two, cheb_cos θ (n + 1), cheb_cos θ n]
    have h1 : ((n + 2 : ℕ) : ℝ) * θ = ((n + 1 : ℕ) : ℝ) * θ + θ := by push_cast; ring
    have h2 : (n : ℝ) * θ = ((n + 1 : ℕ) : ℝ) * θ - θ := by push_cast; ring
    rw [h1, h2, Real.cos_add, Real.cos_sub]
    ring
```

This is the same argument with cosines: $T_n(\cos\theta)=\cos(n\theta)$.

```lean
/-- For an energy inside the scaled interval `[-1, 1]`, every Chebyshev polynomial is bounded
by one in modulus. -/
theorem abs_cheb_le_one (n : ℕ) {x : ℝ} (hx : |x| ≤ 1) : |cheb n x| ≤ 1 := by
  obtain ⟨h1, h2⟩ := abs_le.mp hx
  rw [← Real.cos_arccos h1 h2, cheb_cos]
  exact Real.abs_cos_le_one _
```

If $|x|\le1$, write $x=\cos\theta$ with $\theta=\arccos x$. Then $|T_n(x)|=|\cos(n\theta)|\le1$ at every order. This is the behaviour that the scaling is meant to secure.

## Growth just above the interval

```lean
/-- For `δ ≥ 0` the growth rate is the nonnegative number `y` with `cosh y = 1 + δ`. -/
theorem growthRate_spec {δ : ℝ} (hδ : 0 ≤ δ) :
    0 ≤ growthRate δ ∧ Real.cosh (growthRate δ) = 1 + δ := by
  constructor
  · exact Real.arsinh_nonneg_iff.mpr (Real.sqrt_nonneg _)
  · have h : 0 ≤ δ * (2 + δ) := by positivity
    rw [growthRate, Real.cosh_arsinh, Real.sq_sqrt h,
      show 1 + δ * (2 + δ) = (1 + δ) ^ 2 by ring, Real.sqrt_sq (by linarith)]
```

For $\delta\ge0$ the growth rate satisfies $y\ge0$ and $\cosh y=1+\delta$. Indeed $\sinh y=\sqrt{\delta(2+\delta)}$, so
$$\cosh y=\sqrt{1+\delta(2+\delta)}=\sqrt{(1+\delta)^2}=1+\delta .$$

```lean
/-- At a distance `δ ≥ 0` above the scaled interval, `T_n(1 + δ)` equals `cosh(n y)` with `y` the
growth rate, and lies between `(1 + √(2δ))^n / 2` and `exp(n √(2δ))`. -/
theorem cheb_growth {δ : ℝ} (hδ : 0 ≤ δ) (n : ℕ) :
    cheb n (1 + δ) = Real.cosh (n * growthRate δ) ∧
    (1 + √(2 * δ)) ^ n / 2 ≤ cheb n (1 + δ) ∧
    cheb n (1 + δ) ≤ Real.exp (n * √(2 * δ)) := by
  obtain ⟨hy, hc⟩ := growthRate_spec hδ
  have hT : cheb n (1 + δ) = Real.cosh (n * growthRate δ) := by rw [← hc, cheb_cosh]
  refine ⟨hT, ?_, ?_⟩
  · -- `exp y = 1 + δ + √(δ(2+δ))` is at least `1 + √(2δ)`
    have he : 1 + √(2 * δ) ≤ Real.exp (growthRate δ) := by
      have hs : Real.sinh (growthRate δ) = √(δ * (2 + δ)) := Real.sinh_arsinh _
      have hm : √(2 * δ) ≤ √(δ * (2 + δ)) := Real.sqrt_le_sqrt (by nlinarith [sq_nonneg δ])
      rw [← Real.cosh_add_sinh, hc, hs]
      linarith
    have hp : (1 + √(2 * δ)) ^ n ≤ Real.exp (growthRate δ) ^ n :=
      pow_le_pow_left₀ (by positivity) he n
    rw [← Real.exp_nat_mul] at hp
    rw [hT, Real.cosh_eq]
    linarith [Real.exp_pos (-(n * growthRate δ))]
  · -- `cosh y - 1 = 2 sinh²(y/2) ≥ y²/2` bounds the growth rate by `√(2δ)`
    have hsq : growthRate δ ^ 2 ≤ 2 * δ := by
      have h1 : growthRate δ / 2 ≤ Real.sinh (growthRate δ / 2) :=
        Real.self_le_sinh_iff.mpr (by linarith)
      have h2 := Real.cosh_two_mul (growthRate δ / 2)
      rw [show 2 * (growthRate δ / 2) = growthRate δ by ring, hc, Real.cosh_sq] at h2
      have h3 := pow_le_pow_left₀ (by linarith : 0 ≤ growthRate δ / 2) h1 2
      linarith
    have hle : growthRate δ ≤ √(2 * δ) := by
      calc growthRate δ = √(growthRate δ ^ 2) := (Real.sqrt_sq hy).symm
        _ ≤ √(2 * δ) := Real.sqrt_le_sqrt hsq
    have hn : 0 ≤ (n : ℝ) * growthRate δ := by positivity
    have h4 : Real.exp (-(n * growthRate δ)) ≤ Real.exp (n * growthRate δ) :=
      Real.exp_le_exp.mpr (by linarith)
    have h5 : Real.exp (n * growthRate δ) ≤ Real.exp (n * √(2 * δ)) :=
      Real.exp_le_exp.mpr (mul_le_mul_of_nonneg_left hle (Nat.cast_nonneg n))
    rw [hT, Real.cosh_eq]
    linarith
```

The statement joins three claims by `∧`, "and". For $\delta\ge0$ and every natural $n$,
$$T_n(1+\delta)=\cosh(ny),\qquad \tfrac12\big(1+\sqrt{2\delta}\big)^n\le T_n(1+\delta)\le e^{n\sqrt{2\delta}} .$$

The equality combines the two preceding facts about $\cosh$. For the lower bound, since $\delta(2+\delta)\ge2\delta$,
$$e^y=\cosh y+\sinh y=1+\delta+\sqrt{\delta(2+\delta)}\ \ge\ 1+\sqrt{2\delta}.$$
This is `he`. Raising it to the power $n$ gives `hp`, and therefore
$$\cosh(ny)=\tfrac12\big(e^{ny}+e^{-ny}\big)\ \ge\ \tfrac12e^{ny}\ \ge\ \tfrac12\big(1+\sqrt{2\delta}\big)^n .$$

For the upper bound, $\sinh t\ge t$ for $t\ge0$, so
$$\delta=\cosh y-1=2\sinh^2(y/2)\ \ge\ y^2/2 .$$
This is `hsq`, and taking the root gives $y\le\sqrt{2\delta}$, which is `hle`. Since $ny\ge0$, we have $e^{-ny}\le e^{ny}$, hence $\cosh(ny)\le e^{ny}\le e^{n\sqrt{2\delta}}$.

For $\delta=0.01$ and $n=100$ the bounds place $T_n(1+\delta)$ between about $2.8\times10^5$ and $1.4\times10^6$.

The same argument yields a neighbouring estimate that identifies the exact rate. From $\tfrac12e^{ny}\le\cosh(ny)\le e^{ny}$ it follows, for $n\ge1$, that
$$y-\frac{\ln2}{n}\ \le\ \frac{\ln T_n(1+\delta)}{n}\ \le\ y .$$
The growth per order therefore tends to $y$ itself; the theorem in the file uses $\sqrt{2\delta}$ to give simpler bounds.

```lean
/-- Chebyshev polynomials have the parity of their order: `T_n(-x) = (-1)^n T_n(x)`. -/
theorem cheb_neg (x : ℝ) : ∀ n : ℕ, cheb n (-x) = (-1) ^ n * cheb n x
  | 0 => by simp [cheb]
  | 1 => by simp [cheb]
  | n + 2 => by
    rw [cheb_add_two, cheb_add_two, cheb_neg x (n + 1), cheb_neg x n]
    ring
```

Here $T_n(-x)=(-1)^nT_n(x)$, by the same two-step induction. An eigenvalue below $-1$ thus behaves, in modulus, like its mirror image above $1$.

## The recursion applied to a vector

```lean
variable {V : Type*} [NormedAddCommGroup V] [InnerProductSpace ℂ V]

/-- The vectors `φ_n` of the Chebyshev recursion for a scaled Hamiltonian `H` and start vector `ψ`:
`φ_0 = ψ`, `φ_1 = H ψ`, `φ_{n+2} = 2 H φ_{n+1} - φ_n`. -/
def chebVec (H : V →ₗ[ℂ] V) (ψ : V) : ℕ → V
  | 0 => ψ
  | 1 => H ψ
  | n + 2 => (2 : ℂ) • H (chebVec H ψ (n + 1)) - chebVec H ψ n
```

The `variable` line introduces the complex inner product space `V`. It may have finite or infinite dimension, and completeness is not required. The type `V →ₗ[ℂ] V` is that of complex-linear maps from `V` to itself, defined on all of `V`; an unbounded operator with a smaller domain is not covered directly.

`chebVec H ψ n` is the vector $\varphi_n$ of the recursion
$$\varphi_0=\psi,\qquad \varphi_1=H\psi,\qquad \varphi_{n+2}=2H\varphi_{n+1}-\varphi_n .$$

```lean
/-- For a symmetric Hamiltonian with eigenvector `u` at energy `x`, the recursion multiplies the
component of the start vector along `u` by `T_n(x)`. -/
theorem inner_chebVec {H : V →ₗ[ℂ] V} (hH : H.IsSymmetric) {u : V} {x : ℝ}
    (hu : H u = (x : ℂ) • u) (ψ : V) :
    ∀ n : ℕ, inner ℂ u (chebVec H ψ n) = (cheb n x : ℂ) * inner ℂ u ψ := by
  have key : ∀ w : V, inner ℂ u (H w) = (x : ℂ) * inner ℂ u w := fun w => by
    rw [← hH u w, hu, inner_smul_left, Complex.conj_ofReal]
  intro n
  induction n using Nat.strong_induction_on with
  | _ n ih =>
    match n, ih with
    | 0, _ => simp [chebVec, cheb]
    | 1, _ => simp [chebVec, cheb, key]
    | n + 2, ih =>
      rw [chebVec, inner_sub_right, inner_smul_right, key, ih (n + 1) (by omega),
        ih n (by omega), cheb_add_two]
      push_cast
      ring
```

The hypothesis `hH` says that $H$ is symmetric, and `hu` says that $Hu=xu$ with $x$ real. The conclusion is
$$\langle u,\varphi_n\rangle=T_n(x)\,\langle u,\psi\rangle .$$

By hand, symmetry lets $H$ act to the left. For any vector $w$,
$$\langle u,Hw\rangle=\langle Hu,w\rangle=x\langle u,w\rangle,$$
where the inner product is conjugate-linear in its first slot and $x$ is its own conjugate. This is `key`. With $c_n=\langle u,\varphi_n\rangle$, the vector recursion becomes
$$c_1=x\,c_0,\qquad c_{n+2}=2x\,c_{n+1}-c_n .$$
The numbers $T_n(x)\,c_0$ have the same first two values and obey the same recursion, so the two sequences agree. Lean runs this as a strong induction, in which the claim is available for all smaller orders.

```lean
/-- If a symmetric Hamiltonian has a normalised eigenvector `u` whose energy has modulus `1 + δ`,
`δ ≥ 0`, then the `n`-th recursion vector has norm at least `(1 + √(2δ))^n / 2` times the modulus of
the overlap of `u` with the start vector. -/
theorem chebVec_norm_growth {H : V →ₗ[ℂ] V} (hH : H.IsSymmetric) {u : V} (hu1 : ‖u‖ = 1)
    {x δ : ℝ} (hu : H u = (x : ℂ) • u) (hδ : 0 ≤ δ) (hx : |x| = 1 + δ) (ψ : V) (n : ℕ) :
    (1 + √(2 * δ)) ^ n / 2 * ‖inner ℂ u ψ‖ ≤ ‖chebVec H ψ n‖ := by
  -- parity reduces an energy below the interval to one above it
  have habs : |cheb n x| = |cheb n (1 + δ)| := by
    rw [← hx]
    rcases abs_choice x with h | h
    · rw [h]
    · rw [h, cheb_neg, abs_mul, abs_pow]
      simp
  have hlow : (1 + √(2 * δ)) ^ n / 2 ≤ |cheb n x| := by
    rw [habs]
    exact (cheb_growth hδ n).2.1.trans (le_abs_self _)
  have hcs := norm_inner_le_norm (𝕜 := ℂ) u (chebVec H ψ n)
  rw [inner_chebVec hH hu, norm_mul, Complex.norm_real, Real.norm_eq_abs, hu1, one_mul] at hcs
  exact (mul_le_mul_of_nonneg_right hlow (norm_nonneg _)).trans hcs
```

Now $u$ is normalised and $|x|=1+\delta$ with $\delta\ge0$. For every start vector $\psi$ and every $n$,
$$\tfrac12\big(1+\sqrt{2\delta}\big)^n\,|\langle u,\psi\rangle|\ \le\ \|\varphi_n\| .$$

Parity gives $|T_n(x)|=|T_n(1+\delta)|$ (`habs`), and the lower bound on the polynomial carries over (`hlow`). The Cauchy–Schwarz inequality (`hcs`) then gives
$$|T_n(x)|\,|\langle u,\psi\rangle|=|\langle u,\varphi_n\rangle|\le\|u\|\,\|\varphi_n\|=\|\varphi_n\| .$$
No other eigenvector enters, so a single eigenvalue outside the interval is enough for exponential growth if its eigenvector overlaps with $\psi$, wherever the rest of the spectrum lies.

```lean
/-- If a normalised eigenvector of a symmetric Hamiltonian has energy of modulus `1 + δ` with
`δ > 0` and overlaps with the start vector, the norms of the recursion vectors diverge. -/
theorem chebVec_norm_tendsto {H : V →ₗ[ℂ] V} (hH : H.IsSymmetric) {u : V} (hu1 : ‖u‖ = 1)
    {x δ : ℝ} (hu : H u = (x : ℂ) • u) (hδ : 0 < δ) (hx : |x| = 1 + δ) {ψ : V}
    (hψ : inner ℂ u ψ ≠ 0) :
    Tendsto (fun n => ‖chebVec H ψ n‖) atTop atTop := by
  have hr : 1 < 1 + √(2 * δ) := by
    have : 0 < √(2 * δ) := Real.sqrt_pos.mpr (by linarith)
    linarith
  have hc : 0 < ‖inner ℂ u ψ‖ / 2 := half_pos (norm_pos_iff.mpr hψ)
  refine tendsto_atTop_mono (fun n => ?_)
    ((tendsto_pow_atTop_atTop_of_one_lt hr).atTop_mul_const hc)
  have h := chebVec_norm_growth hH hu1 hu hδ.le hx ψ n
  linarith

end

end FermiOperatorChebyshev
```

`Tendsto … atTop atTop` means that $\|\varphi_n\|\to\infty$ as $n\to\infty$. Two hypotheses are now strict: $\delta>0$ and $\langle u,\psi\rangle\ne0$. Under them $1+\sqrt{2\delta}>1$, so its powers diverge. They still diverge after multiplication by the positive constant $|\langle u,\psi\rangle|/2$, and the norms lie above this product. At the edge, $\delta=0$, divergence can fail: with $x=1$ and $\psi=u$, every $\varphi_n$ equals $u$.

In a Fermi-operator expansion each $\varphi_n$ is multiplied by a coefficient that depends on the temperature and the chemical potential. Whether the sum also diverges depends on how fast those coefficients decay compared with the growth $e^{ny}$ along $u$. Rounding errors are likewise absent from the model.

```lean
#print axioms FermiOperatorChebyshev.abs_cheb_le_one
#print axioms FermiOperatorChebyshev.chebVec_norm_growth
#print axioms FermiOperatorChebyshev.chebVec_norm_tendsto
```

```
'FermiOperatorChebyshev.abs_cheb_le_one' depends on axioms: [propext, Classical.choice, Quot.sound]
'FermiOperatorChebyshev.chebVec_norm_growth' depends on axioms: [propext, Classical.choice, Quot.sound]
'FermiOperatorChebyshev.chebVec_norm_tendsto' depends on axioms: [propext, Classical.choice, Quot.sound]
```
